# A half-infinite chain with site energies m, −m, m, … and nonzero hoppings t1, t2, t1, … from its end has a bound state exactly when |t1| < |t2|

Cut a crystal made of two alternating kinds of atom, and the surface may or may not trap an electron. A simple one-dimensional model, with one orbital per atom and hopping between neighbours only, is a half-infinite chain whose site energies run m, −m, m, … from the end and whose bonds alternate between two strengths. The question is whether this end holds a localised state, and at what energy.

## The criterion and the energy

Number the sites n = 0, 1, 2, … and let ψ(n) be the amplitude on site n. The hopping is t1 between sites 0 and 1, t2 between sites 1 and 2, and so on alternately, with both real and nonzero. A bound state is a nonzero ψ with finite Σ |ψ(n)|² that satisfies Hψ = Eψ at every site. One exists exactly when

|t1| < |t2|,

that is, when the bond at the end is the weaker one. Its energy is then E = m, and it vanishes on all odd sites. With r = −t1/t2, the normalised state is

ψ(2j) = √(1 − r²) · rʲ,  ψ(2j+1) = 0.

The value of m shifts the energy but does not enter the criterion.

## A reference value for surface-state codes

For this non-interacting chain, the result gives a tight-binding or surface Green's function code an exact energy and an exact profile to reproduce. When |t1| ≠ |t2|, exactly one of the two orders of the hoppings has the state, namely the one with the weaker bond at the end. A code that has interchanged the two bonds by mistake shows the state for the other order.

A code that diagonalises a finite chain of 2N sites, N ≥ 1, does not find the energy m exactly. Insert the amplitudes rʲ on the even sites and zero on the odd ones: every row of (H − m)ψ vanishes except the last, which equals t1 rᴺ⁻¹. The vector has norm at least 1 and the matrix is Hermitian, so some eigenvalue lies within |t1| |r|ᴺ⁻¹ of m. For |t1| < |t2| this upper bound shrinks as the chain grows; the actual shift can be much smaller. The bound is an addition by hand to what the file proves.

## Derivation by sublattices

Write A_j = ψ(2j) and B_j = ψ(2j+1). The eigenvalue equation becomes

t1 B_0 = (E − m) A_0
t1 A_j + t2 A_{j+1} = (E + m) B_j
t2 B_j + t1 B_{j+1} = (E − m) A_{j+1}

**Energies other than m.** Multiply the second equation by E − m and replace each (E − m)A using the other two. With k = t1 t2 and c = E² − m² − t1² − t2², this gives

k B_1 = c B_0
k (B_{j+2} + B_j) = c B_{j+1}

These describe a uniform chain with a free end. Define

Q_j = k B_{j+1}² − c B_j B_{j+1} + k B_j².

Its change from one cell to the next is

Q_{j+1} − Q_j = (B_{j+2} − B_j) [k (B_{j+2} + B_j) − c B_{j+1}] = 0,

and the end equation gives

Q_0 = B_1 (k B_1 − c B_0) + k B_0² = k B_0².

Square-summability forces B_j → 0, hence Q_j → 0, so k B_0² = 0 and B_0 = 0. The end equation then gives B_1 = 0, and the recurrence makes every B_j zero. Since E ≠ m, the first and third sublattice equations make every A_j zero too. No bound state is left.

**Energy m.** Now t1 B_0 = 0, so B_0 = 0, and t2 B_j + t1 B_{j+1} = 0 carries the zero along the chain. The remaining equation is

A_{j+1} = r A_j, so A_j = rʲ A_0.

If |t1| ≥ |t2|, then |A_j| ≥ |A_0| for all j. Decay forces A_0 = 0, and the whole state vanishes. If |t1| < |t2|, choosing A_0 = 1 gives a solution with

Σ |ψ(n)|² = Σ r²ʲ = 1/(1 − r²),

which is finite.

## The Lean file

```lean
import Mathlib

open Filter Topology

namespace AlternatingChainEdgeState

noncomputable section

/-- Site energies `m, -m, m, ...` along the chain. -/
def onsite (m : ℝ) (n : ℕ) : ℝ := if Even n then m else -m

/-- Hopping between sites `n` and `n + 1`: `t1, t2, t1, ...`. -/
def hop (t1 t2 : ℝ) (n : ℕ) : ℝ := if Even n then t1 else t2

/-- The Hamiltonian of the half-infinite chain acting on site amplitudes. -/
def chainH (m t1 t2 : ℝ) (ψ : ℕ → ℂ) : ℕ → ℂ
  | 0 => (onsite m 0 : ℂ) * ψ 0 + (hop t1 t2 0 : ℂ) * ψ 1
  | n + 1 => (hop t1 t2 n : ℂ) * ψ n + (onsite m (n + 1) : ℂ) * ψ (n + 1)
      + (hop t1 t2 (n + 1) : ℂ) * ψ (n + 2)

/-- A bound state of energy `E`: a nonzero square-summable solution of `H ψ = E ψ`. -/
structure IsBoundState (m t1 t2 : ℝ) (E : ℂ) (ψ : ℕ → ℂ) : Prop where
  nonzero : ψ ≠ 0
  summable : Summable (fun n => ‖ψ n‖ ^ 2)
  eigen : ∀ n, chainH m t1 t2 ψ n = E * ψ n

/-- The eigenvalue equation written for the amplitudes `A` (energy `m`) and `B` (energy `-m`)
of the two sublattices. -/
structure CellEquations (m t1 t2 : ℝ) (E : ℂ) (A B : ℕ → ℂ) : Prop where
  start : (t1 : ℂ) * B 0 = (E - m) * A 0
  atB : ∀ j, (t1 : ℂ) * A j + t2 * A (j + 1) = (E + m) * B j
  atA : ∀ j, (t2 : ℂ) * B j + t1 * B (j + 1) = (E - m) * A (j + 1)

/-- The factor `-t1/t2` from one cell to the next. -/
def decay (t1 t2 : ℝ) : ℂ := -(t1 : ℂ) / t2

/-- The state with amplitudes `(-t1/t2)^j` on sites `2j` and zero on the other sites. -/
def edgeState (t1 t2 : ℝ) (n : ℕ) : ℂ := if Even n then decay t1 t2 ^ (n / 2) else 0

/-- The action of the Hamiltonian on the end site, on the sites of energy `-m`, and on the
remaining sites of energy `m`. -/
theorem chainH_sites (m t1 t2 : ℝ) (ψ : ℕ → ℂ) :
    chainH m t1 t2 ψ (2 * 0) = m * ψ (2 * 0) + t1 * ψ (2 * 0 + 1) ∧
    (∀ j, chainH m t1 t2 ψ (2 * j + 1)
      = t1 * ψ (2 * j) + (-m : ℝ) * ψ (2 * j + 1) + t2 * ψ (2 * (j + 1))) ∧
    (∀ j, chainH m t1 t2 ψ (2 * (j + 1))
      = t2 * ψ (2 * j + 1) + m * ψ (2 * (j + 1)) + t1 * ψ (2 * (j + 1) + 1)) := by
  have p0 : ∀ j : ℕ, Even (2 * j) := fun j => by rw [Nat.even_iff]; omega
  have p1 : ∀ j : ℕ, ¬ Even (2 * j + 1) := fun j => by rw [Nat.even_iff]; omega
  have p2 : ∀ j : ℕ, Even (2 * j + 1 + 1) := fun j => by rw [Nat.even_iff]; omega
  have e : ∀ j : ℕ, 2 * (j + 1) = 2 * j + 1 + 1 := fun j => by ring
  refine ⟨?_, fun j => ?_, fun j => ?_⟩
  · change (onsite m 0 : ℂ) * ψ 0 + (hop t1 t2 0 : ℂ) * ψ 1 = m * ψ 0 + t1 * ψ 1
    simp [onsite, hop]
  · have a1 : hop t1 t2 (2 * j) = t1 := if_pos (p0 j)
    have a2 : onsite m (2 * j + 1) = -m := if_neg (p1 j)
    have a3 : hop t1 t2 (2 * j + 1) = t2 := if_neg (p1 j)
    rw [e j, chainH, a1, a2, a3]
  · have a1 : hop t1 t2 (2 * j + 1) = t2 := if_neg (p1 j)
    have a2 : onsite m (2 * j + 1 + 1) = m := if_pos (p2 j)
    have a3 : hop t1 t2 (2 * j + 1 + 1) = t1 := if_pos (p2 j)
    rw [e j, chainH, a1, a2, a3]

/-- The site-by-site eigenvalue equation is equivalent to the two-sublattice equations. -/
theorem eigen_iff_cellEquations (m t1 t2 : ℝ) (E : ℂ) (ψ : ℕ → ℂ) :
    (∀ n, chainH m t1 t2 ψ n = E * ψ n) ↔
      CellEquations m t1 t2 E (fun j => ψ (2 * j)) (fun j => ψ (2 * j + 1)) := by
  obtain ⟨s0, s1, s2⟩ := chainH_sites m t1 t2 ψ
  push_cast at s1
  constructor
  · intro h
    refine ⟨?_, fun j => ?_, fun j => ?_⟩
    · linear_combination h (2 * 0) - s0
    · linear_combination h (2 * j + 1) - s1 j
    · linear_combination h (2 * (j + 1)) - s2 j
  · intro c n
    obtain ⟨j, rfl | rfl⟩ := Nat.even_or_odd' n
    · cases j with
      | zero => linear_combination s0 + c.start
      | succ j => linear_combination s2 j + c.atA j
    · linear_combination s1 j + c.atB j

/-- A uniform half-infinite chain with nonzero hopping and a free end has no nonzero solution that
decays into the bulk. -/
theorem uniform_chain_no_decaying_solution {k c : ℂ} {B : ℕ → ℂ} (hk : k ≠ 0)
    (h0 : k * B 1 = c * B 0) (h : ∀ j, k * (B (j + 2) + B j) = c * B (j + 1))
    (hB : Tendsto B atTop (𝓝 0)) : ∀ j, B j = 0 := by
  -- a quadratic form in neighbouring amplitudes is conserved along the chain
  have inv : ∀ j, k * B (j + 1) ^ 2 - c * B j * B (j + 1) + k * B j ^ 2 = k * B 0 ^ 2 := by
    intro j
    induction j with
    | zero =>
      change k * B 1 ^ 2 - c * B 0 * B 1 + k * B 0 ^ 2 = k * B 0 ^ 2
      linear_combination B 1 * h0
    | succ j ih =>
      have hj : k * (B (j + 1 + 1) + B j) = c * B (j + 1) := h j
      linear_combination ih + (B (j + 1 + 1) - B j) * hj
  -- decay makes its value zero
  have hB1 : Tendsto (fun j => B (j + 1)) atTop (𝓝 0) := hB.comp (tendsto_add_atTop_nat 1)
  have lim := (((hB1.pow 2).const_mul k).sub ((hB.const_mul c).mul hB1)).add
    ((hB.pow 2).const_mul k)
  have lim' : Tendsto (fun _ : ℕ => k * B 0 ^ 2) atTop
      (𝓝 (k * 0 ^ 2 - c * 0 * 0 + k * 0 ^ 2)) := lim.congr inv
  have hz := tendsto_nhds_unique tendsto_const_nhds lim'
  have b0 : B 0 = 0 := by simpa [hk] using hz
  have b1 : B 1 = 0 := by simpa [hk, b0] using h0
  have both : ∀ j, B j = 0 ∧ B (j + 1) = 0 := by
    intro j
    induction j with
    | zero => exact ⟨b0, b1⟩
    | succ j ih =>
      have h2 := h j
      rw [ih.1, ih.2] at h2
      have h3 : B (j + 2) = 0 := by simpa [hk] using h2
      exact ⟨ih.2, h3⟩
  exact fun j => (both j).1

/-- For nonzero hoppings and any energy other than `m`, a solution whose `B` amplitudes decay is
identically zero. -/
theorem zero_of_energy_ne {m t1 t2 : ℝ} {E : ℂ} {A B : ℕ → ℂ} (ht1 : t1 ≠ 0) (ht2 : t2 ≠ 0)
    (c : CellEquations m t1 t2 E A B) (hE : E ≠ m) (hB : Tendsto B atTop (𝓝 0)) :
    ∀ j, A j = 0 ∧ B j = 0 := by
  have ha : E - m ≠ 0 := sub_ne_zero.2 hE
  have hk : (t1 : ℂ) * t2 ≠ 0 :=
    mul_ne_zero (Complex.ofReal_ne_zero.2 ht1) (Complex.ofReal_ne_zero.2 ht2)
  -- eliminating `A` leaves a uniform chain for `B`
  have hz : ∀ j, B j = 0 := by
    refine uniform_chain_no_decaying_solution
      (c := (E - m) * (E + m) - (t1 : ℂ) ^ 2 - (t2 : ℂ) ^ 2) hk ?_ (fun j => ?_) hB
    · have h1 : (t1 : ℂ) * A 0 + t2 * A 1 = (E + m) * B 0 := c.atB 0
      have h2 : (t2 : ℂ) * B 0 + t1 * B 1 = (E - m) * A 1 := c.atA 0
      linear_combination (t1 : ℂ) * c.start + t2 * h2 + (E - m) * h1
    · change (t1 : ℂ) * t2 * (B (j + 1 + 1) + B j) = _
      linear_combination (t1 : ℂ) * c.atA j + t2 * c.atA (j + 1) + (E - m) * c.atB (j + 1)
  intro j
  refine ⟨?_, hz j⟩
  cases j with
  | zero =>
    have h := c.start
    rw [hz 0, mul_zero] at h
    exact (mul_eq_zero.1 h.symm).resolve_left ha
  | succ j =>
    have h := c.atA j
    rw [hz j, hz (j + 1), mul_zero, mul_zero, add_zero] at h
    exact (mul_eq_zero.1 h.symm).resolve_left ha

/-- For nonzero hoppings, every solution at energy `m` vanishes on the `B` sites and is geometric,
with ratio `-t1/t2`, on the `A` sites. -/
theorem solution_at_energy_m {m t1 t2 : ℝ} {A B : ℕ → ℂ} (ht1 : t1 ≠ 0) (ht2 : t2 ≠ 0)
    (c : CellEquations m t1 t2 m A B) : ∀ j, B j = 0 ∧ A j = decay t1 t2 ^ j * A 0 := by
  have h2 : (t2 : ℂ) ≠ 0 := Complex.ofReal_ne_zero.2 ht2
  have hr : (t2 : ℂ) * decay t1 t2 = -t1 := by rw [decay]; field_simp
  have hB : ∀ j, B j = 0 := by
    intro j
    induction j with
    | zero => simpa [ht1] using c.start
    | succ j ih =>
      have h := c.atA j
      rw [ih] at h
      simpa [ht1] using h
  intro j
  refine ⟨hB j, ?_⟩
  induction j with
  | zero => simp
  | succ j ih =>
    have h := c.atB j
    rw [hB j] at h
    apply mul_left_cancel₀ h2
    linear_combination h - (t1 : ℂ) * ih - decay t1 t2 ^ j * A 0 * hr

/-- For `|t1| < |t2|` the explicit edge state is a bound state of energy `m`. -/
theorem edgeState_isBoundState (m : ℝ) {t1 t2 : ℝ} (ht2 : t2 ≠ 0) (hlt : |t1| < |t2|) :
    IsBoundState m t1 t2 m (edgeState t1 t2) := by
  have h2 : (t2 : ℂ) ≠ 0 := Complex.ofReal_ne_zero.2 ht2
  have hr : (t2 : ℂ) * decay t1 t2 = -t1 := by rw [decay]; field_simp
  have hn : ‖decay t1 t2‖ < 1 := by
    have : ‖decay t1 t2‖ = |t1| / |t2| := by simp [decay]
    rw [this, div_lt_one (abs_pos.2 ht2)]
    exact hlt
  have hA : ∀ j, edgeState t1 t2 (2 * j) = decay t1 t2 ^ j := by
    intro j
    have e : 2 * j / 2 = j := by omega
    rw [edgeState, if_pos (by rw [Nat.even_iff]; omega), e]
  have hB : ∀ j, edgeState t1 t2 (2 * j + 1) = 0 := fun j =>
    if_neg (by rw [Nat.even_iff]; omega)
  refine ⟨fun h => ?_, ?_, ?_⟩
  · have h0 := congrFun h (2 * 0)
    rw [hA 0] at h0
    simp at h0
  · -- a geometric series on one sublattice, nothing on the other
    have he : Summable (fun k => ‖edgeState t1 t2 (2 * k)‖ ^ 2) := by
      have e : (fun k => ‖edgeState t1 t2 (2 * k)‖ ^ 2)
          = fun k => (‖decay t1 t2‖ ^ 2) ^ k := by
        funext k
        rw [hA k, norm_pow]
        ring
      rw [e]
      exact summable_geometric_of_lt_one (sq_nonneg _)
        (by nlinarith [norm_nonneg (decay t1 t2)])
    have ho : Summable (fun k => ‖edgeState t1 t2 (2 * k + 1)‖ ^ 2) := by
      have e : (fun k => ‖edgeState t1 t2 (2 * k + 1)‖ ^ 2) = fun _ => (0 : ℝ) := by
        funext k
        rw [hB k]
        simp
      rw [e]
      exact summable_zero
    have join : ∀ f : ℕ → ℝ, Summable (fun k => f (2 * k)) →
        Summable (fun k => f (2 * k + 1)) → Summable f := by
      intro f a b
      have hf : HasSum f ((∑' k, f (2 * k)) + ∑' k, f (2 * k + 1)) :=
        HasSum.even_add_odd a.hasSum b.hasSum
      exact hf.summable
    exact join (fun n => ‖edgeState t1 t2 n‖ ^ 2) he ho
  · rw [eigen_iff_cellEquations, funext hA, funext hB]
    refine ⟨by simp, fun j => ?_, fun j => by simp⟩
    linear_combination decay t1 t2 ^ j * hr

/-- For nonzero hoppings, the half-infinite chain has a bound state exactly when `|t1| < |t2|`;
every bound state has energy `m` and vanishes on every second site. -/
theorem bound_state_iff (m : ℝ) {t1 t2 : ℝ} (ht1 : t1 ≠ 0) (ht2 : t2 ≠ 0) :
    ((∃ E : ℂ, ∃ ψ, IsBoundState m t1 t2 E ψ) ↔ |t1| < |t2|) ∧
    ∀ (E : ℂ) (ψ : ℕ → ℂ), IsBoundState m t1 t2 E ψ → E = m ∧ ∀ j, ψ (2 * j + 1) = 0 := by
  have lim : ∀ (E : ℂ) (ψ : ℕ → ℂ), IsBoundState m t1 t2 E ψ → Tendsto ψ atTop (𝓝 0) := by
    intro E ψ h
    have h1 := h.summable.tendsto_atTop_zero.sqrt
    simp only [Real.sqrt_sq (norm_nonneg _), Real.sqrt_zero] at h1
    exact tendsto_zero_iff_norm_tendsto_zero.2 h1
  have energy : ∀ (E : ℂ) (ψ : ℕ → ℂ), IsBoundState m t1 t2 E ψ → E = m := by
    intro E ψ h
    by_contra hE
    have hodd : Tendsto (fun j : ℕ => 2 * j + 1) atTop atTop :=
      tendsto_atTop_mono (fun j => (by omega : j ≤ 2 * j + 1)) tendsto_id
    have hz := zero_of_energy_ne ht1 ht2 ((eigen_iff_cellEquations m t1 t2 E ψ).1 h.eigen) hE
      ((lim E ψ h).comp hodd)
    apply h.nonzero
    funext n
    obtain ⟨j, rfl | rfl⟩ := Nat.even_or_odd' n
    · exact (hz j).1
    · exact (hz j).2
  refine ⟨⟨?_, fun h => ⟨m, _, edgeState_isBoundState m ht2 h⟩⟩, ?_⟩
  · rintro ⟨E, ψ, h⟩
    obtain rfl := energy E ψ h
    have hs := solution_at_energy_m ht1 ht2 ((eigen_iff_cellEquations m t1 t2 m ψ).1 h.eigen)
    by_contra hlt
    have hn : 1 ≤ ‖decay t1 t2‖ := by
      have : ‖decay t1 t2‖ = |t1| / |t2| := by simp [decay]
      rw [this, one_le_div (abs_pos.2 ht2)]
      exact not_lt.1 hlt
    -- without decay from cell to cell the end amplitude must vanish
    have heven : Tendsto (fun j : ℕ => 2 * j) atTop atTop :=
      tendsto_atTop_mono (fun j => (by omega : j ≤ 2 * j)) tendsto_id
    have hl : Tendsto (fun j : ℕ => ‖ψ (2 * j)‖) atTop (𝓝 0) :=
      tendsto_zero_iff_norm_tendsto_zero.1 ((lim _ ψ h).comp heven)
    have hle : ‖ψ (2 * 0)‖ ≤ 0 := by
      refine ge_of_tendsto' hl (fun j => ?_)
      have hj : ψ (2 * j) = decay t1 t2 ^ j * ψ (2 * 0) := (hs j).2
      rw [hj, norm_mul, norm_pow]
      exact le_mul_of_one_le_left (norm_nonneg _) (one_le_pow₀ hn)
    have h0 : ψ (2 * 0) = 0 := norm_le_zero_iff.1 hle
    apply h.nonzero
    funext n
    obtain ⟨j, rfl | rfl⟩ := Nat.even_or_odd' n
    · have hj : ψ (2 * j) = decay t1 t2 ^ j * ψ (2 * 0) := (hs j).2
      rw [hj, h0, mul_zero]
      rfl
    · exact (hs j).1
  · intro E ψ h
    obtain rfl := energy E ψ h
    exact ⟨rfl, fun j => (solution_at_energy_m ht1 ht2
      ((eigen_iff_cellEquations m t1 t2 m ψ).1 h.eigen) j).1⟩

end

end AlternatingChainEdgeState
```

```lean
#print axioms AlternatingChainEdgeState.bound_state_iff
```

```
'AlternatingChainEdgeState.bound_state_iff' depends on axioms: [propext, Classical.choice, Quot.sound]
```

## How the lemmas follow the derivation

`chainH_sites` evaluates the Hamiltonian on the three kinds of site, and `eigen_iff_cellEquations` turns the site equations into the sublattice equations and back. `zero_of_energy_ne` eliminates A and passes the result to `uniform_chain_no_decaying_solution`, where `inv` is the conservation of Q_j. There `tendsto_nhds_unique` compares the two limits of a constant sequence, k B_0² and 0.

`solution_at_energy_m` obtains the geometric solution by induction. `edgeState_isBoundState` verifies the converse, adding a geometric series on the even sites to a zero series on the odd ones. `bound_state_iff` assembles these results, after deriving ψ(n) → 0 from the summability of the squares.

## Conservation as a `linear_combination`

The tactic `linear_combination` proves an equation from known equations with coefficients supplied by the user. It subtracts the weighted combination from the goal and leaves a polynomial identity for `ring` to verify. The induction step for Q_j is

`linear_combination ih + (B (j + 1 + 1) - B j) * hj`

Here `ih` says Q_j = k B_0², `hj` is the recurrence, and the coefficient is the factor B_{j+2} − B_j found above. The tactic does not search for this factor; finding it is the mathematical content of the step. No division occurs and no root of the characteristic equation is needed, so real and complex energies, band edges included, are treated at once.

## What `bound_state_iff` covers

The theorem takes any real `m`, zero included, and real `t1`, `t2` with `ht1` and `ht2` stating that neither vanishes. Physically, every bond must couple its neighbours: a zero hopping would cut the chain into finite fragments with localised states of their own. Its first part is the equivalence between |t1| < |t2| and the existence of some `E` and `ψ` satisfying `IsBoundState`. Its second part says that every such pair has E = m and ψ(2j+1) = 0 for all j.

Amplitudes are functions `ℕ → ℂ`, and `E` ranges over the complex numbers, so the reality of the energy is a conclusion. The functions `onsite` and `hop` fix the convention that site 0 has energy m and bond 0 has strength t1. `edgeState` is unnormalised, with amplitude 1 on site 0. By `solution_at_energy_m`, every bound state is a multiple of it.

`chainH` is a formula applied to arbitrary sequences; the file builds no operator on a Hilbert space and says nothing about the continuous spectrum. The model has one orbital per site, nearest-neighbour hopping and no interactions, and the end site keeps its bulk energy. A surface potential, disorder or longer-range hopping falls under none of these theorems.
